# A finite Bogoliubov–de Gennes system has an even number of Majorana zero modes

A single fermionic mode of real energy $\varepsilon$ has no pairing term, because a $1\times1$ antisymmetric matrix is zero, so its Bogoliubov–de Gennes (BdG) matrix $\mathrm{diag}(\varepsilon,-\varepsilon)$ has two zero modes if $\varepsilon=0$ and none otherwise. Exchanging the two rows gives the antisymmetric matrix $\begin{pmatrix}0&-\varepsilon\\ \varepsilon&0\end{pmatrix}$, and the fact that such matrices have even rank settles the general case too.

```lean
import Mathlib

open Matrix Module

namespace MajoranaPairs

noncomputable section

variable {n : Type*} [Fintype n] [DecidableEq n]

/-- The Bogoliubov-de Gennes matrix with normal part `h` and pairing part `D`. -/
def bdg (h D : Matrix n n ℂ) : Matrix (n ⊕ n) (n ⊕ n) ℂ :=
  fromBlocks h D (-D.map star) (-h.map star)

/-- The matrix that exchanges the particle and hole components. -/
def phSwap : Matrix (n ⊕ n) (n ⊕ n) ℂ := fromBlocks 0 1 1 0

/-- Particle-hole conjugation: exchange particle and hole components and conjugate them. -/
def phConj : (n ⊕ n → ℂ) →ₗ[ℝ] (n ⊕ n → ℂ) where
  toFun v := fun i => star (v i.swap)
  map_add' v w := by
    funext i
    exact star_add _ _
  map_smul' c v := by
    funext i
    simp

/-- The complex space of zero-energy solutions of the Bogoliubov-de Gennes equation. -/
def zeroModes (h D : Matrix n n ℂ) : Submodule ℂ (n ⊕ n → ℂ) :=
  LinearMap.ker (bdg h D).mulVecLin

/-- The real space of Majorana zero modes: zero modes equal to their particle-hole conjugate. -/
def majoranaModes (h D : Matrix n n ℂ) : Submodule ℝ (n ⊕ n → ℂ) where
  carrier := {v | v ∈ zeroModes h D ∧ phConj v = v}
  add_mem' := fun {a b} ha hb =>
    ⟨(zeroModes h D).add_mem ha.1 hb.1, by rw [map_add, ha.2, hb.2]⟩
  zero_mem' := ⟨(zeroModes h D).zero_mem, map_zero _⟩
  smul_mem' := fun c a ha =>
    ⟨((zeroModes h D).restrictScalars ℝ).smul_mem c ha.1, by rw [map_smul, ha.2]⟩

omit [DecidableEq n] in
/-- The Bogoliubov-de Gennes matrix anticommutes with particle-hole conjugation. -/
theorem bdg_mulVec_phConj (h D : Matrix n n ℂ) (v : n ⊕ n → ℂ) :
    bdg h D *ᵥ phConj v = -phConj (bdg h D *ᵥ v) := by
  ext (i | i) <;>
  simp only [mulVec, dotProduct, Fintype.sum_sum_type, bdg, phConj, LinearMap.coe_mk,
    AddHom.coe_mk, fromBlocks_apply₁₁, fromBlocks_apply₁₂, fromBlocks_apply₂₁,
    fromBlocks_apply₂₂, Matrix.neg_apply, Matrix.map_apply, Sum.swap_inl, Sum.swap_inr,
    Pi.neg_apply, star_add, star_sum, star_mul', star_neg, star_star, neg_mul,
    Finset.sum_neg_distrib] <;>
  ring

/-- For `h` Hermitian and `D` antisymmetric, exchanging the particle and hole rows of the
Bogoliubov-de Gennes matrix gives an antisymmetric matrix. -/
theorem phSwap_mul_bdg_transpose {h D : Matrix n n ℂ} (hh : h.IsHermitian) (hD : Dᵀ = -D) :
    (phSwap * bdg h D)ᵀ = -(phSwap * bdg h D) := by
  have hE : ∀ i j, star (h j i) = h i j := fun i j => hh.apply i j
  have hA : ∀ i j, D j i = -D i j := fun i j => congrFun (congrFun hD i) j
  have hK : phSwap * bdg h D = fromBlocks (-D.map star) (-h.map star) h D := by
    simp [phSwap, bdg, fromBlocks_multiply]
  rw [hK]
  ext (i | i) (j | j) <;>
  simp only [transpose_apply, Matrix.neg_apply, fromBlocks_apply₁₁, fromBlocks_apply₁₂,
    fromBlocks_apply₂₁, fromBlocks_apply₂₂, Matrix.map_apply, neg_neg]
  · rw [hA i j, star_neg, neg_neg]
  · exact (hE j i).symm
  · rw [hE i j]
  · exact hA i j

/-- An antisymmetric complex matrix has even rank. -/
theorem even_rank_of_antisymm {m : Type*} [Fintype m] [DecidableEq m] (K : Matrix m m ℂ)
    (hK : Kᵀ = -K) : Even K.rank := by
  obtain ⟨W, hW⟩ := Submodule.exists_isCompl (LinearMap.ker K.mulVecLin)
  let b := Module.finBasis ℂ W
  -- the bilinear form of `K`, linear in its second argument
  let L : (m → ℂ) → ((m → ℂ) →ₗ[ℂ] ℂ) := fun x =>
    { toFun := fun y => x ⬝ᵥ K *ᵥ y
      map_add' := fun y z => by rw [mulVec_add, dotProduct_add]
      map_smul' := fun c y => by rw [mulVec_smul, dotProduct_smul]; rfl }
  have skew : ∀ x y, L x y = -L y x := by
    intro x y
    change x ⬝ᵥ K *ᵥ y = -(y ⬝ᵥ K *ᵥ x)
    rw [Matrix.dotProduct_mulVec, ← Matrix.mulVec_transpose, hK, Matrix.neg_mulVec,
      neg_dotProduct, dotProduct_comm]
  -- its Gram matrix on a complement of the kernel
  let M : Matrix (Fin (finrank ℂ W)) (Fin (finrank ℂ W)) ℂ :=
    Matrix.of fun i j => L (b i).1 (b j).1
  have hM : Mᵀ = -M := by
    ext i j
    exact skew _ _
  have hdet : M.det ≠ 0 := by
    intro h0
    obtain ⟨c, hc, hMc⟩ := Matrix.exists_mulVec_eq_zero_iff.2 h0
    obtain ⟨w, hw⟩ : ∃ w : W, w = ∑ j, c j • b j := ⟨_, rfl⟩
    have h1 : ∀ i, L (b i).1 w.1 = 0 := by
      intro i
      have h2 : ((L (b i).1).comp W.subtype) w = ∑ j, c j * L (b i).1 (b j).1 := by
        rw [hw, map_sum]
        refine Finset.sum_congr rfl fun j _ => ?_
        rw [map_smul]
        rfl
      have h3 : ∑ j, L (b i).1 (b j).1 * c j = 0 := congrFun hMc i
      calc L (b i).1 w.1 = ∑ j, c j * L (b i).1 (b j).1 := h2
        _ = ∑ j, L (b i).1 (b j).1 * c j := Finset.sum_congr rfl fun j _ => mul_comm _ _
        _ = 0 := h3
    have h4 : (L w.1).comp W.subtype = 0 := by
      refine b.ext fun i => ?_
      change L w.1 (b i).1 = 0
      rw [skew, h1, neg_zero]
    have h5 : ∀ x, L x w.1 = 0 := by
      intro x
      have hx : x ∈ LinearMap.ker K.mulVecLin ⊔ W := by
        rw [hW.sup_eq_top]
        exact Submodule.mem_top
      obtain ⟨k, hk, u, hu, rfl⟩ := Submodule.mem_sup.1 hx
      have hk0 : L w.1 k = 0 := by
        have hk' : K *ᵥ k = 0 := hk
        change w.1 ⬝ᵥ K *ᵥ k = 0
        rw [hk', dotProduct_zero]
      have hu0 : L w.1 u = 0 := LinearMap.congr_fun h4 ⟨u, hu⟩
      rw [skew, map_add, hk0, hu0, add_zero, neg_zero]
    have h6 : K *ᵥ w.1 = 0 := by
      funext i
      have h7 : Pi.single i 1 ⬝ᵥ K *ᵥ w.1 = 0 := h5 (Pi.single i 1)
      simpa [dotProduct, Pi.single_apply] using h7
    have h8 : w = 0 := Subtype.ext (Submodule.disjoint_def.1 hW.disjoint w.1 h6 w.2)
    exact hc (funext (Fintype.linearIndependent_iff.1 b.linearIndependent c (hw ▸ h8)))
  -- an invertible antisymmetric matrix has even size
  have hev : Even (finrank ℂ W) := by
    by_contra hodd
    have h1 := Matrix.det_transpose M
    rw [hM, Matrix.det_neg, Fintype.card_fin, (Nat.not_even_iff_odd.1 hodd).neg_one_pow] at h1
    exact hdet (by linear_combination (-1 / 2 : ℂ) * h1)
  have h1 := Submodule.finrank_add_eq_of_isCompl hW
  have h2 := LinearMap.finrank_range_add_finrank_ker K.mulVecLin
  have h3 : K.rank = finrank ℂ W := by
    unfold Matrix.rank
    omega
  rwa [h3]

/-- For `h` Hermitian and `D` antisymmetric, the space of zero modes has even complex
dimension. -/
theorem even_finrank_zeroModes {h D : Matrix n n ℂ} (hh : h.IsHermitian) (hD : Dᵀ = -D) :
    Even (finrank ℂ (zeroModes h D)) := by
  have hS : (phSwap : Matrix (n ⊕ n) (n ⊕ n) ℂ) * phSwap = 1 := by
    simp [phSwap, fromBlocks_multiply]
  have hU : IsUnit (phSwap : Matrix (n ⊕ n) (n ⊕ n) ℂ).det :=
    (Matrix.isUnit_iff_isUnit_det _).1 ⟨⟨phSwap, phSwap, hS, hS⟩, rfl⟩
  have hr := even_rank_of_antisymm _ (phSwap_mul_bdg_transpose hh hD)
  rw [Matrix.rank_mul_eq_right_of_isUnit_det _ _ hU] at hr
  obtain ⟨r, hr⟩ := hr
  -- rank-nullity in dimension `2n`
  have h1 := LinearMap.finrank_range_add_finrank_ker (bdg h D).mulVecLin
  rw [Module.finrank_fintype_fun_eq_card, Fintype.card_sum] at h1
  unfold Matrix.rank at hr
  unfold zeroModes
  exact ⟨Fintype.card n - r, by omega⟩

omit [DecidableEq n] in
/-- The number of Majorana zero modes independent over the reals equals the complex dimension
of the space of zero modes. -/
theorem finrank_majoranaModes (h D : Matrix n n ℂ) :
    finrank ℝ (majoranaModes h D) = finrank ℂ (zeroModes h D) := by
  have hI : star Complex.I = -Complex.I := Complex.conj_I
  -- two Majorana modes `a`, `b` combine to the zero mode `a + i b`
  let f : (majoranaModes h D × majoranaModes h D) →ₗ[ℝ] zeroModes h D :=
    { toFun := fun p => ⟨p.1.1 + Complex.I • p.2.1,
        (zeroModes h D).add_mem p.1.2.1 ((zeroModes h D).smul_mem _ p.2.2.1)⟩
      map_add' := fun p q => by
        apply Subtype.ext
        funext i
        change (p.1.1 i + q.1.1 i) + Complex.I * (p.2.1 i + q.2.1 i) =
          (p.1.1 i + Complex.I * p.2.1 i) + (q.1.1 i + Complex.I * q.2.1 i)
        ring
      map_smul' := fun c p => by
        apply Subtype.ext
        funext i
        change c • p.1.1 i + Complex.I * (c • p.2.1 i) =
          c • (p.1.1 i + Complex.I * p.2.1 i)
        simp only [Complex.real_smul]
        ring }
  have hinj : Function.Injective f := by
    refine (injective_iff_map_eq_zero f).2 fun p hp => ?_
    have h1 : ∀ i, p.1.1 i + Complex.I * p.2.1 i = 0 :=
      fun i => congrFun (congrArg Subtype.val hp) i
    have ha : ∀ i, star (p.1.1 i.swap) = p.1.1 i := fun i => congrFun p.1.2.2 i
    have hb : ∀ i, star (p.2.1 i.swap) = p.2.1 i := fun i => congrFun p.2.2.2 i
    have h2 : ∀ i, p.1.1 i - Complex.I * p.2.1 i = 0 := by
      intro i
      have h3 := congrArg star (h1 i.swap)
      rw [star_add, star_mul', ha, hb, hI, star_zero] at h3
      linear_combination h3
    refine Prod.ext (Subtype.ext (funext fun i => ?_)) (Subtype.ext (funext fun i => ?_))
    · change p.1.1 i = 0
      linear_combination (1 / 2 : ℂ) * (h1 i + h2 i)
    · change p.2.1 i = 0
      linear_combination (-Complex.I / 2) * (h1 i - h2 i) + p.2.1 i * Complex.I_sq
  have hsurj : Function.Surjective f := by
    rintro ⟨v, hv⟩
    have hCv : phConj v ∈ zeroModes h D := by
      have hv' : bdg h D *ᵥ v = 0 := hv
      change bdg h D *ᵥ phConj v = 0
      rw [bdg_mulVec_phConj, hv', map_zero, neg_zero]
    have hs : star (1 / 2 : ℂ) = 1 / 2 := by simp
    have hs' : star (-Complex.I / 2) = Complex.I / 2 := by simp
    refine ⟨(⟨(1 / 2 : ℂ) • (v + phConj v), (zeroModes h D).smul_mem _
      ((zeroModes h D).add_mem hv hCv), ?_⟩, ⟨(-Complex.I / 2) • (v - phConj v),
      (zeroModes h D).smul_mem _ ((zeroModes h D).sub_mem hv hCv), ?_⟩), ?_⟩
    · funext i
      change star ((1 / 2 : ℂ) * (v i.swap + star (v i.swap.swap))) =
        (1 / 2 : ℂ) * (v i + star (v i.swap))
      rw [star_mul', star_add, star_star, Sum.swap_swap, hs]
      ring
    · funext i
      change star ((-Complex.I / 2) * (v i.swap - star (v i.swap.swap))) =
        (-Complex.I / 2) * (v i - star (v i.swap))
      rw [star_mul', star_sub, star_star, Sum.swap_swap, hs']
      ring
    · apply Subtype.ext
      funext i
      change (1 / 2 : ℂ) * (v i + star (v i.swap)) +
        Complex.I * ((-Complex.I / 2) * (v i - star (v i.swap))) = v i
      linear_combination (-(v i - star (v i.swap)) / 2) * Complex.I_sq
  -- count real dimensions on both sides
  have h1 := (LinearEquiv.ofBijective f ⟨hinj, hsurj⟩).finrank_eq
  have h2 := Module.finrank_mul_finrank ℝ ℂ (zeroModes h D)
  rw [Module.finrank_prod] at h1
  rw [Complex.finrank_real_complex] at h2
  omega

/-- For `h` Hermitian and `D` antisymmetric, the number of independent Majorana zero modes
is even. -/
theorem even_finrank_majoranaModes {h D : Matrix n n ℂ} (hh : h.IsHermitian) (hD : Dᵀ = -D) :
    Even (finrank ℝ (majoranaModes h D)) := by
  rw [finrank_majoranaModes]
  exact even_finrank_zeroModes hh hD

/-- For `h` Hermitian and `D` antisymmetric, every nonzero Majorana zero mode has a partner:
a second Majorana zero mode linearly independent of it over the reals. -/
theorem exists_majorana_partner {h D : Matrix n n ℂ} (hh : h.IsHermitian) (hD : Dᵀ = -D)
    (γ : majoranaModes h D) (hγ : γ ≠ 0) :
    ∃ γ' : majoranaModes h D, LinearIndependent ℝ ![γ, γ'] := by
  have hpos : 0 < finrank ℝ (majoranaModes h D) :=
    Module.finrank_pos_iff_exists_ne_zero.2 ⟨γ, hγ⟩
  obtain ⟨k, hk⟩ := even_finrank_majoranaModes hh hD
  exact exists_linearIndependent_pair_of_one_lt_finrank (by omega) hγ

/-- The two-site Kitaev chain with zero chemical potential and equal real hopping and pairing
`t ≠ 0` has a Hermitian normal part, an antisymmetric pairing part and a space of zero modes
of complex dimension two. -/
theorem kitaev_two_site_witness (t : ℝ) (ht : t ≠ 0) :
    (!![0, -(t : ℂ); -(t : ℂ), 0]).IsHermitian ∧
    (!![0, (t : ℂ); -(t : ℂ), 0])ᵀ = -!![0, (t : ℂ); -(t : ℂ), 0] ∧
    finrank ℂ (zeroModes !![0, -(t : ℂ); -(t : ℂ), 0] !![0, (t : ℂ); -(t : ℂ), 0]) = 2 := by
  have htc : (t : ℂ) ≠ 0 := Complex.ofReal_ne_zero.2 ht
  refine ⟨?_, ?_, ?_⟩
  · ext i j
    fin_cases i <;> fin_cases j <;> simp
  · ext i j
    fin_cases i <;> fin_cases j <;> simp
  have hm : ∀ v : Fin 2 ⊕ Fin 2 → ℂ,
      bdg !![0, -(t : ℂ); -(t : ℂ), 0] !![0, (t : ℂ); -(t : ℂ), 0] *ᵥ v =
      Sum.elim ![t * (v (.inr 1) - v (.inl 1)), -t * (v (.inl 0) + v (.inr 0))]
        ![t * (v (.inr 1) - v (.inl 1)), t * (v (.inl 0) + v (.inr 0))] := by
    intro v
    ext (i | i) <;> fin_cases i <;>
    simp [bdg, mulVec, dotProduct, Fintype.sum_sum_type, Fin.sum_univ_two] <;> ring
  -- a zero mode is fixed by its two particle amplitudes
  let e : zeroModes !![0, -(t : ℂ); -(t : ℂ), 0] !![0, (t : ℂ); -(t : ℂ), 0] ≃ₗ[ℂ]
      (Fin 2 → ℂ) :=
    { toFun := fun v i => v.1 (.inl i)
      map_add' := fun _ _ => rfl
      map_smul' := fun _ _ => rfl
      invFun := fun u => ⟨Sum.elim u ![-u 0, u 1], by
        change bdg _ _ *ᵥ _ = 0
        rw [hm]
        ext (i | i) <;> fin_cases i <;> simp⟩
      left_inv := by
        rintro ⟨v, hv⟩
        have hv' : bdg _ _ *ᵥ v = 0 := hv
        rw [hm] at hv'
        have h0 : (t : ℂ) * (v (.inr 1) - v (.inl 1)) = 0 := congrFun hv' (.inl 0)
        have h1 : (t : ℂ) * (v (.inl 0) + v (.inr 0)) = 0 := congrFun hv' (.inr 1)
        have h2 := (mul_eq_zero.1 h0).resolve_left htc
        have h3 := (mul_eq_zero.1 h1).resolve_left htc
        apply Subtype.ext
        funext i
        rcases i with i | i
        · rfl
        · fin_cases i
          · change -v (.inl 0) = v (.inr 0)
            linear_combination -h3
          · change v (.inl 1) = v (.inr 1)
            linear_combination -h2
      right_inv := fun _ => rfl }
  rw [e.finrank_eq, Module.finrank_fintype_fun_eq_card, Fintype.card_fin]

end

end MajoranaPairs
```

```lean
#print axioms MajoranaPairs.even_finrank_majoranaModes
#print axioms MajoranaPairs.exists_majorana_partner
```

```
'MajoranaPairs.even_finrank_majoranaModes' depends on axioms: [propext, Classical.choice, Quot.sound]
'MajoranaPairs.exists_majorana_partner' depends on axioms: [propext, Classical.choice, Quot.sound]
```

## Zero modes of a quadratic Hamiltonian

Take $N$ fermionic modes, with site, orbital and spin labels all absorbed into one index. Let $c_i$ annihilate mode $i$. A mean-field superconductor has the Hamiltonian

$$\mathcal H=\sum_{ij}h_{ij}c_i^\dagger c_j+\tfrac12\sum_{ij}\bigl(D_{ij}c_i^\dagger c_j^\dagger+\text{h.c.}\bigr),\qquad
H=\begin{pmatrix}h&D\\-\bar D&-\bar h\end{pmatrix},$$

where $H$ is its BdG matrix and the bar is entrywise complex conjugation. Hermiticity of $\mathcal H$ requires $h^\dagger=h$. Since creation operators anticommute, only the antisymmetric part of $D$ contributes, so one takes $D^T=-D$. These are the hypotheses `hh` and `hD`.

In Lean, `n` is the finite index set of the modes, and `bdg h D` acts on vectors indexed by `n ⊕ n`: `inl` labels particle amplitudes $u$, `inr` hole amplitudes $v$. The complex space `zeroModes h D` is the kernel of $H$.

A vector $(u,v)$ stands for the operator $\sum_i(u_ic_i^\dagger+v_ic_i)$, which is self-adjoint exactly when $v=\bar u$. That is the condition $C(u,v)=(u,v)$ for the particle-hole conjugation $C(u,v)=(\bar v,\bar u)$, called `phConj`. Because $C$ is antilinear, its fixed vectors form only a real vector space, and `majoranaModes h D` is the real space of zero modes fixed by $C$.

The theorems say that $\dim_{\mathbb C}\ker H$ is even, that the real dimension of the Majorana space equals it, and that every nonzero Majorana zero mode `γ` has a partner `γ'` linearly independent of it over the reals. They do not say where the partner sits, and they cover neither interactions nor infinite systems. A semi-infinite chain can carry a single end mode; in a finite chain the partner may be at the far end.

For finite, non-interacting BdG calculations this gives a consistency check: an odd count of exact zero modes points to a matrix without the assumed structure or to an error in the counting.

## Antisymmetry makes the rank even

Let $S$ exchange particle and hole components (`phSwap`). Then

$$K=SH=\begin{pmatrix}-\bar D&-\bar h\\h&D\end{pmatrix},\qquad
K^T=\begin{pmatrix}-\bar D^T&h^T\\-\bar h^T&D^T\end{pmatrix}
=\begin{pmatrix}\bar D&\bar h\\-h&-D\end{pmatrix}=-K.$$

`phSwap_mul_bdg_transpose` checks this block by block.

Now let $K$ be any antisymmetric complex matrix of rank $r$. Choose a complement $W$ of $\ker K$, which has dimension $r$, with basis $b_1,\dots,b_r$, and set $M_{ij}=b_i^TKb_j$. Then $M^T=-M$.

This $M$ is invertible. Suppose $Mc=0$ and put $w=\sum_jc_jb_j$. Then $b_i^TKw=0$ for every $i$, so $x^TKw=0$ for all $x\in W$. For $x\in\ker K$ we have $x^TKw=-w^TKx=0$ as well. Every vector is a sum of these two kinds, hence $Kw=0$. So $w\in W\cap\ker K=\{0\}$, and $c=0$. Finally,

$$\det M=\det M^T=\det(-M)=(-1)^r\det M,$$

and $\det M\neq0$ forces $r$ to be even.

`even_rank_of_antisymm` follows these lines: `L` is the bilinear form, `hdet` the invertibility, `hev` the determinant step.

Since $S^2=1$, $S$ is invertible and $H$ has the same rank as $K$. Rank-nullity gives $\dim_{\mathbb C}\ker H=2N-r$, which is even. This is `even_finrank_zeroModes`.

## From complex zero modes to Majorana pairs

Direct multiplication gives

$$HC(u,v)=(h\bar v+D\bar u,\,-\bar D\bar v-\bar h\bar u)=-CH(u,v),$$

for arbitrary $h$ and $D$ (`bdg_mulVec_phConj`). So $C$ maps zero modes to zero modes, and any zero mode $\psi$ splits as

$$\psi=a+ib,\qquad a=\tfrac12(\psi+C\psi),\quad b=-\tfrac i2(\psi-C\psi),$$

with $Ca=a$ and $Cb=b$. The splitting is unique: if $a+ib=0$, applying $C$ gives $a-ib=0$, so $a=b=0$.

In `finrank_majoranaModes` the map `f` sends $(a,b)$ to $a+ib$; `hinj` and `hsurj` are the two halves of this argument. Comparing real dimensions gives $2\dim_{\mathbb R}(\text{Majorana})=2\dim_{\mathbb C}\ker H$. The Majorana dimension is therefore even, and if it is positive it is at least two, which supplies the partner in `exists_majorana_partner`.

## One pair on two sites

`kitaev_two_site_witness` takes a two-site Kitaev chain with zero chemical potential and equal real hopping and pairing $t\neq0$. With sites numbered 0 and 1, as in Lean, the Hamiltonian is $-t(c_0^\dagger c_1+c_1^\dagger c_0)+t(c_0^\dagger c_1^\dagger+c_1c_0)$, and $H\psi=0$ reduces to $v_0=-u_0$ and $v_1=u_1$. The two free amplitudes $u_0,u_1$ give complex dimension two. Normalised Majorana vectors, in the order $(u_0,u_1,v_0,v_1)$, are

$$\tfrac{i}{\sqrt2}(1,0,-1,0),\qquad \tfrac1{\sqrt2}(0,1,0,1),$$

one on each site.

## A lone mode without antisymmetry, and odd Majorana networks

If $D$ need not be antisymmetric, evenness fails already for $N=1$. With $h=D=1$,

$$H=\begin{pmatrix}1&1\\-1&-1\end{pmatrix}$$

has a one-dimensional kernel, spanned by the unpaired vector $\tfrac{i}{\sqrt2}(1,-1)$, which is fixed by $C$. This is an algebraic example, not a physical system: $H$ is not Hermitian, and in $\mathcal H$ the term with $D=1$ would vanish because $c^\dagger c^\dagger=0$.

The determinant argument also has a neighbouring consequence. An antisymmetric matrix of odd size has even rank, so it is singular. Hence an odd number of Majorana operators $\gamma_j$ coupled by $\tfrac i4\sum_{jk}A_{jk}\gamma_j\gamma_k$, with $A$ real and antisymmetric, always retains a zero mode.
